# The energy of a chain of classical unit spins with coupled ends, written in squared spin differences

The declaration `energy_eq` concerns n + 1 classical spins, unit vectors in real three-dimensional space, with energy −J times the sum of the scalar products of neighbours, plus K times the scalar product of the two end spins. It states that this energy equals K − Jn, plus J/2 times the sum of the squared distances between neighbouring spins, minus K/2 times the squared distance between the end spins. J and K are arbitrary real numbers. The attempt replaces each scalar product by one minus half a squared distance, using `inner_of_unit`, first under the sum and then for the end spins, and leaves the remaining algebra to `ring`.

The first attempt, which Lean rejects:

```lean
import Mathlib

open Finset

namespace EnergyEq

noncomputable section

/-- A classical spin is a vector in Euclidean 3-space; unit length is imposed separately. -/
abbrev Spin := EuclideanSpace ℝ (Fin 3)

/-- The energy of a chain of `n` bonds of strength `J`, whose end spins are also coupled
by a bond of the opposite sign convention and strength `K`. -/
def energy (J K : ℝ) {n : ℕ} (S : Fin (n + 1) → Spin) : ℝ :=
  -J * ∑ i : Fin n, inner ℝ (S i.castSucc) (S i.succ) + K * inner ℝ (S 0) (S (Fin.last n))

/-- All spins have unit length. -/
def IsUnit {n : ℕ} (S : Fin (n + 1) → Spin) : Prop := ∀ i, ‖S i‖ = 1

/-- The scalar product of two unit spins is one minus half their squared distance. -/
theorem inner_of_unit {x y : Spin} (hx : ‖x‖ = 1) (hy : ‖y‖ = 1) :
    inner ℝ x y = 1 - ‖x - y‖ ^ 2 / 2 := by
  rw [norm_sub_sq_real, hx, hy]
  ring

/-- For unit spins the energy is `K - J n` plus the cost of the misfits along the chain,
minus the gain from the misfit between the two end spins. -/
theorem energy_eq (J K : ℝ) {n : ℕ} {S : Fin (n + 1) → Spin} (hS : IsUnit S) :
    energy J K S = K - J * n + J / 2 * ∑ i : Fin n, ‖S i.castSucc - S i.succ‖ ^ 2
      - K / 2 * ‖S 0 - S (Fin.last n)‖ ^ 2 := by
  have h : ∑ i : Fin n, inner ℝ (S i.castSucc) (S i.succ)
      = (n : ℝ) - (∑ i : Fin n, ‖S i.castSucc - S i.succ‖ ^ 2) / 2 := by
    rw [Finset.sum_congr rfl (fun i _ => inner_of_unit (hS i.castSucc) (hS i.succ)),
      Finset.sum_sub_distrib, ← Finset.sum_div]
    simp
  unfold energy
  rw [h, inner_of_unit (hS 0) (hS (Fin.last n))]
  ring

end

end EnergyEq
```

The error:

```
Main.lean:33:56: error: (deterministic) timeout at `whnf`, maximum number of heartbeats (200000) has been reached

Note: Use `set_option maxHeartbeats <num>` to set the limit.

Hint: Additional diagnostic information may be available using the `set_option diagnostics true` command.
Main.lean:37:2: error: (deterministic) timeout at `«tactic execution»`, maximum number of heartbeats (200000) has been reached

Note: Use `set_option maxHeartbeats <num>` to set the limit.

Hint: Additional diagnostic information may be available using the `set_option diagnostics true` command.
```

As a diff, the version that Lean accepts:

```diff
@@ -29,11 +29,13 @@
     energy J K S = K - J * n + J / 2 * ∑ i : Fin n, ‖S i.castSucc - S i.succ‖ ^ 2
       - K / 2 * ‖S 0 - S (Fin.last n)‖ ^ 2 := by
-  have h : ∑ i : Fin n, inner ℝ (S i.castSucc) (S i.succ)
-      = (n : ℝ) - (∑ i : Fin n, ‖S i.castSucc - S i.succ‖ ^ 2) / 2 := by
-    rw [Finset.sum_congr rfl (fun i _ => inner_of_unit (hS i.castSucc) (hS i.succ)),
-      Finset.sum_sub_distrib, ← Finset.sum_div]
-    simp
+  have hb : ∀ i : Fin n, inner ℝ (S i.castSucc) (S i.succ)
+      = 1 - ‖S i.castSucc - S i.succ‖ ^ 2 / 2 :=
+    fun i => inner_of_unit (hS i.castSucc) (hS i.succ)
+  have he : inner ℝ (S 0) (S (Fin.last n)) = 1 - ‖S 0 - S (Fin.last n)‖ ^ 2 / 2 :=
+    inner_of_unit (hS 0) (hS (Fin.last n))
   unfold energy
-  rw [h, inner_of_unit (hS 0) (hS (Fin.last n))]
+  rw [he]
+  simp only [hb, Finset.sum_sub_distrib, ← Finset.sum_div, Finset.sum_const,
+    Finset.card_univ, Fintype.card_fin, nsmul_eq_mul, mul_one]
   ring
 
```

Diagnosis. The first message says that Lean ran out of its heartbeat allowance while reducing a term (`whnf`), at `hS i.castSucc` inside the `Finset.sum_congr` rewrite. There `rw` elaborates the lemma before matching it with the goal, so neither the type of `i` nor the two summands are given in advance. The message does not say which reduction was so costly.

The repair states the identity for one bond as `hb`, with `i : Fin n` and both sides written out. The same application of `inner_of_unit` is then checked against a known statement, and it passes. `simp only` uses `hb` under the sum, splits the sum, takes out the division by 2 and evaluates the constant part to `n`, work formerly done inside `h`.

The second message, at the later `rw`, reports the same limit, which covers the whole declaration and was already spent; it shows no separate fault in that line. Naming the end-spin identity `he` is therefore tidying.
